# Newton minimisation of √(1 + x²) converges to the minimum at 0 exactly when it starts from |x| < 1

The theorem `newton_three_regimes` concerns full, undamped Newton steps in exact real arithmetic for minimising the one-dimensional function √(1 + x²), whose minimum is at 0. It states that the iterates converge to 0 if and only if the start satisfies |x| < 1, that from |x| = 1 they alternate between x and -x, and that from |x| > 1 their distance from the origin tends to infinity. The attempt first shows that after n steps this distance is |x| raised to the power 3ⁿ. It then uses the growth of 3ⁿ to get convergence for |x| < 1 and divergence for |x| > 1, while a lower bound of 1 on the distance rules out convergence from any other start.

In Lean, a first try:

```lean
import Mathlib

open Filter Topology

namespace NewtonThreeRegimes

noncomputable section

/-- One Newton step for minimising `f`, namely `x - f'(x) / f''(x)`, meant for points where
`f''(x)` exists and is nonzero. -/
def newtonStep (f : ℝ → ℝ) (x : ℝ) : ℝ := x - deriv f x / deriv (deriv f) x

/-- The smoothed absolute value `√(1 + x²)`. -/
def softAbs (x : ℝ) : ℝ := √(1 + x ^ 2)

/-- The slope of `f(x) = √(1 + x²)` is `x / f(x)`. -/
theorem hasDerivAt_softAbs (x : ℝ) : HasDerivAt softAbs (x / softAbs x) x := by
  have h : HasDerivAt (fun y : ℝ => 1 + y ^ 2) (2 * x) x := by
    simpa using (hasDerivAt_pow 2 x).const_add 1
  have hne : (1 : ℝ) + x ^ 2 ≠ 0 := by positivity
  exact (h.sqrt hne).congr_deriv (mul_div_mul_left _ _ two_ne_zero)

/-- The curvature of `f(x) = √(1 + x²)` is `1 / f(x)³`. -/
theorem hasDerivAt_deriv_softAbs (x : ℝ) :
    HasDerivAt (deriv softAbs) (1 / softAbs x ^ 3) x := by
  have hpos : 0 < softAbs x := Real.sqrt_pos.2 (by positivity)
  have hne : softAbs x ≠ 0 := hpos.ne'
  have hsq : softAbs x ^ 2 = 1 + x ^ 2 := Real.sq_sqrt (by positivity)
  have h1 : deriv softAbs = fun y => y / softAbs y :=
    funext fun y => (hasDerivAt_softAbs y).deriv
  rw [h1]
  refine ((hasDerivAt_id' x).fun_div (hasDerivAt_softAbs x) hne).congr_deriv ?_
  -- the numerator of the quotient rule collapses because `f² - x² = 1`
  have h2 : 1 * softAbs x - x * (x / softAbs x) = 1 / softAbs x := by
    field_simp
    linarith
  rw [h2]
  field_simp

/-- The Newton step for minimising `√(1 + x²)` is the map `x ↦ -x³`. -/
theorem newtonStep_softAbs (x : ℝ) : newtonStep softAbs x = -x ^ 3 := by
  have hpos : 0 < softAbs x := Real.sqrt_pos.2 (by positivity)
  have hne : softAbs x ≠ 0 := hpos.ne'
  have hsq : softAbs x ^ 2 = 1 + x ^ 2 := Real.sq_sqrt (by positivity)
  -- slope over curvature is `x f²`
  have h : x / softAbs x / (1 / softAbs x ^ 3) = x * softAbs x ^ 2 := by
    field_simp
  unfold newtonStep
  rw [(hasDerivAt_softAbs x).deriv, (hasDerivAt_deriv_softAbs x).deriv, h, hsq]
  ring

/-- After `n` Newton steps from `x` the iterate is `(-1)ⁿ x^(3ⁿ)`. -/
theorem newton_iterate (x : ℝ) (n : ℕ) :
    (newtonStep softAbs)^[n] x = (-1) ^ n * x ^ (3 ^ n) := by
  induction n with
  | zero => simp
  | succ n ih =>
    have h : ((-1 : ℝ) ^ n) ^ 3 = (-1) ^ n := by
      rcases neg_one_pow_eq_or ℝ n with h | h <;> rw [h] <;> norm_num
    rw [Function.iterate_succ_apply', ih, newtonStep_softAbs, mul_pow, h,
      pow_succ (3 : ℕ) n, pow_mul, pow_succ (-1 : ℝ) n]
    ring

/-- Newton minimisation of `√(1 + x²)` converges to `0` exactly from the starts with `|x| < 1`;
from `|x| = 1` it alternates between `x` and `-x`, and from `|x| > 1` the distance of the
iterates from the origin tends to infinity. -/
theorem newton_three_regimes (x : ℝ) :
    (Tendsto (fun n => (newtonStep softAbs)^[n] x) atTop (𝓝 0) ↔ |x| < 1) ∧
    (|x| = 1 → ∀ n, (newtonStep softAbs)^[n] x = (-1) ^ n * x) ∧
    (1 < |x| → Tendsto (fun n => |(newtonStep softAbs)^[n] x|) atTop atTop) := by
  have habs : ∀ n, |(newtonStep softAbs)^[n] x| = |x| ^ (3 ^ n) := by
    intro n
    rw [newton_iterate]
    simp [abs_mul, abs_pow]
  have h3 : Tendsto (fun n : ℕ => 3 ^ n) atTop atTop :=
    Nat.tendsto_pow_atTop_atTop_of_one_lt (by norm_num)
  refine ⟨⟨fun h => ?_, fun h => ?_⟩, fun h n => ?_, fun h => ?_⟩
  · -- from `|x| ≥ 1` the iterates never come closer to the origin than `1`
    by_contra hx
    have h1 : (1 : ℝ) ≤ |0| := ge_of_tendsto' h.abs fun n => by
      rw [habs n]
      exact one_le_pow₀ (not_lt.1 hx)
    norm_num at h1
  · rw [tendsto_zero_iff_abs_tendsto_zero]
    exact ((tendsto_pow_atTop_nhds_zero_of_lt_one (abs_nonneg x) h).comp h3).congr
      fun n => (habs n).symm
  · -- odd powers of `1` and `-1` return the same number
    rw [newton_iterate]
    rcases eq_or_eq_neg_of_abs_eq h with hx | hx
    · rw [hx, one_pow]
    · rw [hx, (Odd.pow (by decide : Odd 3)).neg_one_pow]
  · exact ((tendsto_pow_atTop_atTop_of_one_lt h).comp h3).congr fun n => (habs n).symm

end

end NewtonThreeRegimes
```

Compiling this gives:

```
Main.lean:76:4: error(lean.unknownIdentifier): Unknown constant `Nat.tendsto_pow_atTop_atTop_of_one_lt`
```

Fix (accepted with no message):

```diff
@@ -74,5 +74,5 @@
     simp [abs_mul, abs_pow]
   have h3 : Tendsto (fun n : ℕ => 3 ^ n) atTop atTop :=
-    Nat.tendsto_pow_atTop_atTop_of_one_lt (by norm_num)
+    tendsto_pow_atTop_atTop_of_one_lt (by norm_num)
   refine ⟨⟨fun h => ?_, fun h => ?_⟩, fun h n => ?_, fun h => ?_⟩
   · -- from `|x| ≥ 1` the iterates never come closer to the origin than `1`
```

What went wrong. The message says that Lean knows no constant called `Nat.tendsto_pow_atTop_atTop_of_one_lt`. The proof cites that name for `h3`, the claim that the natural numbers 3ⁿ tend to infinity with n. The claim is true, and the fault lies only in the name of the lemma cited for it.

The diff removes the prefix `Nat.`, leaving `tendsto_pow_atTop_atTop_of_one_lt`, which does exist. This lemma says that the powers of a base greater than 1 tend to infinity, and it is not confined to one number type: the last line of the proof already uses it for the real number |x|, and the repair uses it for the natural number 3. The condition 1 < 3 is still proved by `norm_num`, and nothing else in the proof had to change.
